# The central second-difference stencil of half-width N is exact for polynomials of degree at most 2N + 1

To apply the kinetic-energy operator to an orbital on a uniform real-space grid with orthogonal axes, a code can replace the second derivative along each axis by a weighted sum over neighbouring grid values:

$$f''(x_i)\approx\frac1{h^2}\Big[c_0f_i+\sum_{j=1}^N c_j(f_{i+j}+f_{i-j})\Big].$$

Here $h$ is the spacing, $f_i=f(x_i)$, and $N$ is the number of neighbours used on each side. The weights are computed once; the three axis sums are added and multiplied by $-\tfrac12$ in atomic units. For

$$c_j=\frac{2(-1)^{j+1}(N!)^2}{j^2(N-j)!(N+j)!},\qquad c_0=-2\sum_{j=1}^N\frac1{j^2},$$

the one-dimensional formula is exact at every point for real polynomials of degree at most $2N+1$. Orbitals are generally not polynomials, and no error bound for them is derived here.

## The weights belong to the chosen half-width

The weights encode how much each neighbour contributes to the curvature. In Lean they are `weight N j` and `centreWeight N`, and `stencil N h f x` is the bracket above, before division by $h^2$. It samples a function on all of $\mathbb R$, so grid boundaries do not enter.

```lean
import Mathlib

open Polynomial
open scoped Nat

namespace CentralSecondDifference

noncomputable section

/-- The weight `c_j` of the two grid points at distance `j` from the centre, in the stencil of
half-width `N`; its domain is `1 ≤ j ≤ N`. -/
def weight (N j : ℕ) : ℝ :=
  2 * (-1) ^ (j + 1) * (N ! : ℝ) ^ 2 / ((j : ℝ) ^ 2 * ((N - j)! : ℝ) * ((N + j)! : ℝ))

/-- The weight `c_0` of the central grid point. -/
def centreWeight (N : ℕ) : ℝ := -2 * ∑ j ∈ Finset.Icc 1 N, 1 / (j : ℝ) ^ 2

/-- The stencil of half-width `N` and grid spacing `h`, applied to the function `f` at `x`. -/
def stencil (N : ℕ) (h : ℝ) (f : ℝ → ℝ) (x : ℝ) : ℝ :=
  centreWeight N * f x + ∑ j ∈ Finset.Icc 1 N, weight N j * (f (x + j * h) + f (x - j * h))
```

On even powers of the distance from the centre, the weights of the neighbours enter through their one-sided moments $M(N,m)=\sum_{j=1}^N c_j^{(N)}j^{2m}$, where the superscript records the half-width.

```lean
/-- The moment of order `2m` of the weights on one side of the centre. -/
def moment (N m : ℕ) : ℝ := ∑ j ∈ Finset.Icc 1 N, weight N j * (j : ℝ) ^ (2 * m)
```

For $1\le j\le N$, dividing the weights of neighbouring half-widths gives

$$\frac{c_j^{(N+1)}}{c_j^{(N)}}=\frac{(N+1)^2}{(N+1-j)(N+1+j)},$$

so $c_j^{(N+1)}\big((N+1)^2-j^2\big)=(N+1)^2c_j^{(N)}$. `weight_succ` proves this by writing $N=j+d$, expanding the factorials and clearing denominators.

```lean
/-- Relation between the weights at the same distance in stencils of half-widths `N` and
`N + 1`. -/
theorem weight_succ (N j : ℕ) (h1 : 1 ≤ j) (hj : j ≤ N) :
    weight (N + 1) j * (((N : ℝ) + 1) ^ 2 - (j : ℝ) ^ 2) = ((N : ℝ) + 1) ^ 2 * weight N j := by
  obtain ⟨d, rfl⟩ := Nat.exists_eq_add_of_le hj
  have hj0 : (j : ℝ) ≠ 0 := by
    have : j ≠ 0 := by omega
    exact_mod_cast this
  have e1 : j + d + 1 - j = d + 1 := by omega
  have e2 : j + d - j = d := by omega
  have e3 : j + d + 1 + j = (j + d + j) + 1 := by omega
  unfold weight
  rw [e1, e2, e3, Nat.factorial_succ (j + d), Nat.factorial_succ d,
    Nat.factorial_succ (j + d + j)]
  push_cast
  field_simp
  ring
```

Multiply by $j^{2m}$ and sum over $j\le N$. The term $j=N+1$ can be added on the left, where its bracket is zero. Hence

$$M(N+1,m+1)=(N+1)^2\,[M(N+1,m)-M(N,m)].$$

`moment_succ` splits off that last term explicitly.

```lean
/-- Recurrence linking the moments of stencils of neighbouring half-widths. -/
theorem moment_succ (N m : ℕ) :
    moment (N + 1) (m + 1) = ((N : ℝ) + 1) ^ 2 * (moment (N + 1) m - moment N m) := by
  have h1 : 1 ≤ N + 1 := by omega
  have key : ∑ j ∈ Finset.Icc 1 N, weight (N + 1) j * (j : ℝ) ^ (2 * (m + 1)) =
      ((N : ℝ) + 1) ^ 2 * (∑ j ∈ Finset.Icc 1 N, weight (N + 1) j * (j : ℝ) ^ (2 * m)
        - ∑ j ∈ Finset.Icc 1 N, weight N j * (j : ℝ) ^ (2 * m)) := by
    rw [← Finset.sum_sub_distrib, Finset.mul_sum]
    refine Finset.sum_congr rfl fun j hj => ?_
    have hw := weight_succ N j (Finset.mem_Icc.mp hj).1 (Finset.mem_Icc.mp hj).2
    linear_combination (-(j : ℝ) ^ (2 * m)) * hw
  unfold moment
  rw [Finset.sum_Icc_succ_top h1, Finset.sum_Icc_succ_top h1, key]
  push_cast
  ring
```

For $N\ge1$, the second moment telescopes. Put

$$T_J=\frac{(-1)^J(N-J)(N!)^2}{N(N-J)!(N+J)!}.$$

Over a common denominator,

$$T_{J-1}-T_J=\frac{(-1)^{J+1}(N!)^2}{N(N-J)!(N+J)!}\,[(N+J)+(N-J)]=c_JJ^2 .$$

Since $T_0=1$ and $T_N=0$, $M(N,1)=1$. The induction on `J` in `moment_one` proves the partial sum $1-T_J$.

```lean
/-- For `N ≥ 1`, the second moment of the weights on one side is one. -/
theorem moment_one (N : ℕ) (hN : 1 ≤ N) : moment N 1 = 1 := by
  -- the partial sums telescope
  have partialSum : ∀ J : ℕ, J ≤ N →
      ∑ j ∈ Finset.Icc 1 J, weight N j * (j : ℝ) ^ 2 =
        1 - (-1) ^ J * ((N : ℝ) - J) * (N ! : ℝ) ^ 2 /
          ((N : ℝ) * ((N - J)! : ℝ) * ((N + J)! : ℝ)) := by
    intro J
    induction J with
    | zero =>
      intro _
      have hN0 : (N : ℝ) ≠ 0 := by
        have : N ≠ 0 := by omega
        exact_mod_cast this
      have hf : (N ! : ℝ) ≠ 0 := by exact_mod_cast Nat.factorial_ne_zero N
      have e : (N : ℝ) * (N ! : ℝ) ^ 2 / ((N : ℝ) * (N ! : ℝ) * (N ! : ℝ)) = 1 := by
        rw [div_eq_one_iff_eq (by positivity)]
        ring
      simp [e]
    | succ J ih =>
      intro hJ
      have h1 : 1 ≤ J + 1 := by omega
      rw [Finset.sum_Icc_succ_top h1, ih (by omega)]
      obtain ⟨d, rfl⟩ := Nat.exists_eq_add_of_le hJ
      have e1 : J + 1 + d - (J + 1) = d := by omega
      have e2 : J + 1 + d - J = d + 1 := by omega
      have e3 : J + 1 + d + (J + 1) = (J + 1 + d + J) + 1 := by omega
      unfold weight
      rw [e1, e2, e3, Nat.factorial_succ d, Nat.factorial_succ (J + 1 + d + J)]
      push_cast
      field_simp
      ring
  have hfull := partialSum N le_rfl
  simpa [moment] using hfull
```

Setting $m=0$ in the recurrence gives $M(N+1,0)-M(N,0)=1/(N+1)^2$. Starting from the empty sum $M(0,0)=0$, we get $M(N,0)=\sum_{j=1}^N1/j^2$, which is $-c_0/2$.

```lean
/-- The weights on one side add up to the sum of the inverse squares `1 / j²`. -/
theorem moment_zero (N : ℕ) : moment N 0 = ∑ j ∈ Finset.Icc 1 N, 1 / (j : ℝ) ^ 2 := by
  induction N with
  | zero => simp [moment]
  | succ N ih =>
    have h1 : 1 ≤ N + 1 := by omega
    have r := moment_succ N 0
    rw [zero_add, moment_one (N + 1) h1] at r
    rw [Finset.sum_Icc_succ_top h1, ← ih]
    have hN : (N : ℝ) + 1 ≠ 0 := by positivity
    push_cast
    field_simp
    linear_combination -r
```

With $m=1$ and $N\ge1$, the recurrence gives $M(N+1,2)=(N+1)^2(1-1)=0$. Repeating the step gives $M(N,m)=0$ for $2\le m\le N$, by induction on the order in `moment_vanish`.

```lean
/-- The moments of orders `4, 6, …, 2N` vanish. -/
theorem moment_vanish (m : ℕ) : ∀ N : ℕ, m + 2 ≤ N → moment N (m + 2) = 0 := by
  induction m with
  | zero =>
    intro N hN
    obtain ⟨n, rfl⟩ : ∃ n, N = n + 1 := ⟨N - 1, by omega⟩
    have r := moment_succ n 1
    rw [moment_one (n + 1) (by omega), moment_one n (by omega), sub_self, mul_zero] at r
    exact r
  | succ m ih =>
    intro N hN
    obtain ⟨n, rfl⟩ : ∃ n, N = n + 1 := ⟨N - 1, by omega⟩
    have r := moment_succ n (m + 2)
    rw [ih (n + 1) (by omega), ih n (by omega), sub_self, mul_zero] at r
    exact r
```

The next moment survives. It starts from $M(1,2)=1$, and for $N\ge1$ the recurrence gives $M(N+1,N+2)=-(N+1)^2M(N,N+1)$, because $M(N+1,N+1)=0$. Therefore $M(N,N+1)=(-1)^{N+1}(N!)^2$ for $N\ge1$.

```lean
/-- The moment of order `2N + 2` of the stencil of half-width `N`, written with `N = n + 1`. -/
theorem moment_top (n : ℕ) : moment (n + 1) (n + 2) = (-1) ^ n * ((n + 1)! : ℝ) ^ 2 := by
  induction n with
  | zero =>
    have r := moment_succ 0 1
    rw [moment_one (0 + 1) (by omega)] at r
    simpa [moment] using r
  | succ n ih =>
    have r := moment_succ (n + 1) (n + 2)
    rw [moment_vanish n (n + 1 + 1) (by omega), ih] at r
    refine r.trans ?_
    rw [Nat.factorial_succ (n + 1)]
    push_cast
    ring
```

Other weights can spoil even the simplest case. Changing $c_0$ alone by $\delta\ne0$ gives the constant function $1$ a spurious second derivative $\delta/h^2$. In the kinetic-energy operator, this change along one axis adds the constant potential $-\delta/(2h^2)$.

## Neighbours lie symmetrically about the centre

Equal spacing and equal weights on the two sides express reflection symmetry. On $(y-x)^k$ with $k$ odd, $(jh)^k+(-jh)^k=0$ and the central value is zero. On $(y-x)^{2m}$ with $m\ge1$, the two sides add to $2h^{2m}M(N,m)$.

```lean
/-- On `(y - x)^(2m + 2)`, the stencil at `x` gives `2 h^(2m + 2)` times the moment of order `2m +
2`. -/
theorem stencil_even (N m : ℕ) (h x : ℝ) :
    stencil N h (fun y => (y - x) ^ (2 * (m + 1))) x =
      2 * h ^ (2 * (m + 1)) * moment N (m + 1) := by
  simp only [stencil, moment]
  rw [sub_self, zero_pow (by omega), mul_zero, zero_add, Finset.mul_sum]
  refine Finset.sum_congr rfl fun j _ => ?_
  rw [show x + j * h - x = j * h by ring, show x - j * h - x = -(j * h) by ring,
    (even_two_mul (m + 1)).neg_pow, mul_pow]
  ring
```

On the constant $1$ the stencil gives $c_0+2M(N,0)=0$. Thus, for every power $k\le2N+1$, the stencil gives $2h^2$ if $k=2$ and zero otherwise. `stencil_pow` separates even from odd $k$ and inserts the moments.

```lean
/-- The stencil at `x` on the powers `(y - x)^k` with `k ≤ 2N + 1`: it gives `2 h²` if `k = 2` and
zero otherwise. -/
theorem stencil_pow (N k : ℕ) (h x : ℝ) (hk : k ≤ 2 * N + 1) :
    stencil N h (fun y => (y - x) ^ k) x = if k = 2 then 2 * h ^ 2 else 0 := by
  obtain ⟨m, rfl | rfl⟩ := Nat.even_or_odd' k
  · match m, hk with
    | 0, _ =>
      have hz := moment_zero N
      simp only [moment, mul_zero, pow_zero, mul_one] at hz
      rw [if_neg (by omega)]
      simp only [stencil, centreWeight, mul_zero, pow_zero]
      rw [← Finset.sum_mul, hz]
      ring
    | 1, hk =>
      have r := stencil_even N 0 h x
      rw [zero_add, moment_one N (by omega)] at r
      rw [r, if_pos (by norm_num)]
      ring
    | m + 2, hk =>
      rw [stencil_even N (m + 1) h x, moment_vanish m N (by omega), if_neg (by omega), mul_zero]
  · -- odd powers cancel between the two sides
    rw [if_neg (by omega)]
    simp only [stencil]
    rw [sub_self, zero_pow (by omega), mul_zero, zero_add]
    refine Finset.sum_eq_zero fun j _ => ?_
    rw [show x + j * h - x = j * h by ring, show x - j * h - x = -(j * h) by ring,
      (odd_two_mul_add_one m).neg_pow]
    ring
```

Without the symmetry, the cancellation can fail already for $N=1$, where $c_0=-2$ and $c_1=1$: keeping these weights but sampling $p(y)=y-x$ at $x+h$ and $x-h'$ with $h'\ne h$ gives $h-h'\ne0$, although $p''=0$.

## The degree is at most 2N + 1

This condition, `hp` in Lean, limits which powers of $y-x$ can occur in the polynomial. Write $p(y)=\sum_{k=0}^{2N+1}a_k(y-x)^k$. By linearity only the quadratic term contributes, and the stencil returns $2h^2a_2=h^2p''(x)$. For $N=0$ the polynomial is at most linear and both sides are zero.

In `stencil_exact`, `p : ℝ[X]` is a real polynomial and `eval` its value at a point. The shifted polynomial `q` has the coefficients $a_k$, `hlin` supplies linearity, and `hd` identifies $p''(x)$ with $2a_2$. For $N\ge1$, the bound `hp` ends the expansion before the first surviving higher moment.

```lean
/-- The stencil of half-width `N` gives `h² p''(x)` for every real polynomial `p` of degree at
most `2N + 1`, at every point `x`. -/
theorem stencil_exact (N : ℕ) (h x : ℝ) (p : ℝ[X]) (hp : p.natDegree ≤ 2 * N + 1) :
    stencil N h (fun y => p.eval y) x = h ^ 2 * (derivative (derivative p)).eval x := by
  -- expand `p` in powers of `y - x`
  let q : ℝ[X] := p.comp (X + C x)
  have hq : q.natDegree < 2 * N + 2 := by
    have : q.natDegree = p.natDegree := by simp [q, natDegree_comp]
    omega
  have hexp : (fun y => p.eval y) =
      fun y => ∑ k ∈ Finset.range (2 * N + 2), q.coeff k * (y - x) ^ k := by
    funext y
    rw [← eval_eq_sum_range' hq (y - x)]
    simp [q, eval_comp]
  -- the stencil is linear in the function it acts on
  have hadd : ∀ (f g : ℝ → ℝ) (a : ℝ), stencil N h (fun y => f y + a * g y) x =
      stencil N h f x + a * stencil N h g x := by
    intro f g a
    have e : ∑ j ∈ Finset.Icc 1 N, weight N j *
          (f (x + j * h) + a * g (x + j * h) + (f (x - j * h) + a * g (x - j * h))) =
        ∑ j ∈ Finset.Icc 1 N, weight N j * (f (x + j * h) + f (x - j * h)) +
          a * ∑ j ∈ Finset.Icc 1 N, weight N j * (g (x + j * h) + g (x - j * h)) := by
      rw [Finset.mul_sum, ← Finset.sum_add_distrib]
      exact Finset.sum_congr rfl fun j _ => by ring
    simp only [stencil]
    rw [e]
    ring
  have hlin : ∀ n : ℕ, stencil N h (fun y => ∑ k ∈ Finset.range n, q.coeff k * (y - x) ^ k) x =
      ∑ k ∈ Finset.range n, q.coeff k * stencil N h (fun y => (y - x) ^ k) x := by
    intro n
    induction n with
    | zero => simp [stencil]
    | succ n ih =>
      rw [Finset.sum_range_succ, ← ih, ← hadd]
      simp only [Finset.sum_range_succ]
  have hd : (derivative (derivative p)).eval x = 2 * q.coeff 2 := by
    have e : (derivative (derivative q)).eval 0 = (derivative (derivative p)).eval x := by
      simp [q, derivative_comp, eval_comp]
    rw [← e, ← coeff_zero_eq_eval_zero, coeff_derivative, coeff_derivative]
    norm_num
    ring
  have hsum : ∑ k ∈ Finset.range (2 * N + 2), q.coeff k * stencil N h (fun y => (y - x) ^ k) x =
      ∑ k ∈ Finset.range (2 * N + 2), if k = 2 then q.coeff k * (2 * h ^ 2) else 0 := by
    refine Finset.sum_congr rfl fun k hk => ?_
    have hk' := Finset.mem_range.mp hk
    rw [stencil_pow N k h x (by omega), mul_ite, mul_zero]
  rw [hexp, hlin, hsum, Finset.sum_ite_eq', hd]
  split_ifs with h2
  · ring
  · have h2' : ¬ 2 < 2 * N + 2 := fun hlt => h2 (Finset.mem_range.mpr hlt)
    rw [coeff_eq_zero_of_natDegree_lt (show q.natDegree < 2 by omega)]
    ring
```

Beyond the bound, take $N=1$ and $p(y)=(y-x)^4$. The stencil gives $h^4+h^4=2h^4$, but $p''(x)=0$.

## At least one neighbour and a non-zero spacing

The exactness theorem assumes neither $N\ge1$ nor $h>0$: a negative $h$ merely exchanges the two sides, and $h=0$ gives $0=0$. Dividing by $h^2$ to obtain a derivative does require $h\ne0$.

Both conditions enter `stencil_sharp`, which extends the quartic example to every $N\ge1$. On $(y-x)^{2N+2}$ the stencil gives $2h^{2N+2}M(N,N+1)=2(-1)^{N+1}(N!)^2h^{2N+2}$, while the second derivative at $x$ is zero. The proof uses `hN` for the surviving moment and for the vanishing derivative, and `hh` to show that the stencil value is non-zero.

For $N=0$ these values change: on $(y-x)^2$ the stencil gives $0$ and the second derivative is $2$. For $h=0$ the discrepancy disappears.

```lean
/-- For `N ≥ 1` and non-zero spacing, the stencil does not give `h² p''(x)` for the polynomial
`p(y) = (y - x)^(2N + 2)`: its value is `2 (-1)^(N+1) (N!)² h^(2N+2)`, while `p''(x) = 0`. -/
theorem stencil_sharp (N : ℕ) (hN : 1 ≤ N) (h x : ℝ) (hh : h ≠ 0) :
    stencil N h (fun y => ((X - C x) ^ (2 * N + 2) : ℝ[X]).eval y) x =
        2 * (-1) ^ (N + 1) * (N ! : ℝ) ^ 2 * h ^ (2 * N + 2) ∧
      (derivative (derivative ((X - C x) ^ (2 * N + 2) : ℝ[X]))).eval x = 0 ∧
      stencil N h (fun y => ((X - C x) ^ (2 * N + 2) : ℝ[X]).eval y) x ≠
        h ^ 2 * (derivative (derivative ((X - C x) ^ (2 * N + 2) : ℝ[X]))).eval x := by
  have hval : stencil N h (fun y => ((X - C x) ^ (2 * N + 2) : ℝ[X]).eval y) x =
      2 * (-1) ^ (N + 1) * (N ! : ℝ) ^ 2 * h ^ (2 * N + 2) := by
    obtain ⟨n, rfl⟩ : ∃ n, N = n + 1 := ⟨N - 1, by omega⟩
    simp only [eval_pow, eval_sub, eval_X, eval_C]
    rw [show 2 * (n + 1) + 2 = 2 * (n + 1 + 1) by ring, stencil_even, moment_top]
    ring
  have hder : (derivative (derivative ((X - C x) ^ (2 * N + 2) : ℝ[X]))).eval x = 0 := by
    simp only [derivative_X_sub_C_pow, derivative_C_mul, eval_mul, eval_C, eval_pow, eval_sub,
      eval_X, sub_self]
    rw [zero_pow (by omega), mul_zero, mul_zero]
  refine ⟨hval, hder, ?_⟩
  rw [hval, hder, mul_zero]
  have hf : (N ! : ℝ) ≠ 0 := by exact_mod_cast Nat.factorial_ne_zero N
  have hs : ((-1 : ℝ)) ^ (N + 1) ≠ 0 := pow_ne_zero _ (by norm_num)
  exact mul_ne_zero (mul_ne_zero (mul_ne_zero two_ne_zero hs) (pow_ne_zero _ hf))
    (pow_ne_zero _ hh)

end

end CentralSecondDifference
```

```lean
#print axioms CentralSecondDifference.stencil_exact
#print axioms CentralSecondDifference.stencil_sharp
```

```
'CentralSecondDifference.stencil_exact' depends on axioms: [propext, Classical.choice, Quot.sound]
'CentralSecondDifference.stencil_sharp' depends on axioms: [propext, Classical.choice, Quot.sound]
```
